# Coherent-state expectation values determine a spin operator

A spin of length n/2 is prepared pointing along a chosen direction, and the average of an observable A is recorded. Repeating this for all directions gives only expectation values, never a matrix element between two different states. These averages nevertheless fix A completely.

In Lean 4 with Mathlib:

```lean
import Mathlib

open Matrix
open scoped ComplexConjugate ComplexOrder

namespace SpinHusimi

noncomputable section

variable {n : ℕ}
```

## Coherent vectors and their averages

In the J_z basis, ordered from m = n/2 downwards, the state pointing along (θ, φ) with θ < π is proportional to the vector c(z) defined below. The direction θ = π corresponds to z → ∞ and is not needed here. The components are

c_k(z) = w_k z^k, w_k = √(n choose k), k = 0, …, n,

where z = tan(θ/2) e^{iφ}. The link between z and a direction is standard spin physics and enters here as interpretation; the code defines the vector by its components. Note that n is twice the spin.

```lean
/-- The unnormalised coherent vector of spin `n/2`, with components `√(choose n k) z ^ k`. -/
def coherent (n : ℕ) (z : ℂ) : Fin (n + 1) → ℂ :=
  fun k => ((√(n.choose k : ℝ) : ℝ) : ℂ) * z ^ (k : ℕ)
```

The operator is any complex matrix with rows and columns indexed by `Fin (n + 1)`, Hermitian or not. Its average in the unnormalised vector is

E_A(z) = ⟨c(z), A c(z)⟩.

Despite its name, `expectation` is this unnormalised quantity.

```lean
/-- The diagonal matrix element `⟨c(z), A c(z)⟩` in the unnormalised coherent vector. -/
def expectation (A : Matrix (Fin (n + 1)) (Fin (n + 1)) ℂ) (z : ℂ) : ℂ :=
  star (coherent n z) ⬝ᵥ (A *ᵥ coherent n z)
```

The measured average is E_A(z) divided by ⟨c(z), c(z)⟩ = (1 + |z|²)ⁿ. This is the Husimi symbol, used here for any operator and not only for density matrices.

```lean
/-- The Husimi symbol of `A`: its expectation value in the normalised coherent state. -/
def husimi (A : Matrix (Fin (n + 1)) (Fin (n + 1)) ℂ) (z : ℂ) : ℂ :=
  expectation A z / (star (coherent n z) ⬝ᵥ coherent n z)
```

## Separating powers

Suppose Σ_i b_i t^{e_i} vanishes at more than d values of t, with every e_i ≤ d. A nonzero polynomial of degree at most d has at most d zeros, so this one is zero. Its coefficient of t^m is the sum of the b_i with e_i = m, and that sum vanishes. The proof builds the polynomial from monomials and reads off this coefficient.

```lean
/-- If a combination of powers of degree at most `d` vanishes at more than `d` points, then
the coefficients belonging to any one power add up to zero. -/
theorem grouped_sum_eq_zero {ι : Type*} (s : Finset ι) (b : ι → ℂ) (e : ι → ℕ) (d : ℕ)
    (he : ∀ i ∈ s, e i ≤ d) (S : Finset ℂ) (hS : d < S.card)
    (h : ∀ t ∈ S, ∑ i ∈ s, b i * t ^ e i = 0) (m : ℕ) :
    ∑ i ∈ s.filter (fun i => e i = m), b i = 0 := by
  have hp : (∑ i ∈ s, Polynomial.monomial (e i) (b i)) = 0 := by
    apply Polynomial.eq_zero_of_natDegree_lt_card_of_eval_eq_zero' _ S
    · intro t ht
      rw [Polynomial.eval_finsetSum]
      simpa only [Polynomial.eval_monomial] using h t ht
    · exact lt_of_le_of_lt (Polynomial.natDegree_sum_le_of_forall_le s _ fun i hi =>
        (Polynomial.natDegree_monomial_le _).trans (he i hi)) hS
  have hc := congrArg (fun p => Polynomial.coeff p m) hp
  simpa [Polynomial.finsetSum_coeff, Polynomial.coeff_monomial, Finset.sum_filter] using hc
```

Writing out both sums in the average, with p = (p₁, p₂), gives

E_A(z) = Σ_p a_p z̄^{p₁} z^{p₂}, a_p = w_{p₁} w_{p₂} A_{p₁p₂}.

```lean
/-- The unnormalised coherent expectation is a polynomial in `z` and its conjugate, whose
coefficients are the matrix elements of `A` with binomial weights. -/
theorem expectation_eq_sum (A : Matrix (Fin (n + 1)) (Fin (n + 1)) ℂ) (z : ℂ) :
    expectation A z = ∑ p : Fin (n + 1) × Fin (n + 1),
      (((√(n.choose p.1 : ℝ) : ℝ) : ℂ) * ((√(n.choose p.2 : ℝ) : ℝ) : ℂ) * A p.1 p.2) *
        (conj z ^ (p.1 : ℕ) * z ^ (p.2 : ℕ)) := by
  rw [Fintype.sum_prod_type]
  simp only [expectation, dotProduct, Matrix.mulVec, Pi.star_apply, coherent, Finset.mul_sum]
  refine Finset.sum_congr rfl fun j _ => Finset.sum_congr rfl fun k _ => ?_
  simp only [star_mul', star_pow, Complex.star_def, Complex.conj_ofReal]
  ring
```

## Radius first, then phase

Put z = r u with r real and |u| = 1. For fixed u,

E_A(r u) = Σ_p a_p ū^{p₁} u^{p₂} r^{p₁+p₂},

which has degree at most 2n in r. If it vanishes for more than 2n values of r, then for each target entry (j, k)

Σ_{p₁+p₂=j+k} a_p ū^{p₁} u^{p₂} = 0.

Multiply by u^{j+k}. Since u ū = 1, each term becomes a_p u^{2p₂}. More than 2n phases now isolate p₂ = k, and hence p₁ = j. So w_j w_k A_jk = 0, and the weights are nonzero.

In the code, `h1` is the radial step, `h2` the phase step, and `hs` shows that only (j, k) survives both selections.

```lean
/-- Finite tomography: a spin-`n/2` operator is zero if its coherent expectations vanish at all
points `r u`, with `r` from more than `2n` real numbers and `u` from more than `2n` phases. -/
theorem eq_zero_of_grid (A : Matrix (Fin (n + 1)) (Fin (n + 1)) ℂ)
    (R : Finset ℝ) (U : Finset ℂ) (hR : 2 * n < R.card) (hU : 2 * n < U.card)
    (hunit : ∀ u ∈ U, ‖u‖ = 1)
    (h : ∀ r ∈ R, ∀ u ∈ U, expectation A ((r : ℂ) * u) = 0) : A = 0 := by
  ext j k
  obtain ⟨a, ha⟩ : ∃ a : Fin (n + 1) × Fin (n + 1) → ℂ, ∀ p, a p =
      ((√(n.choose p.1 : ℝ) : ℝ) : ℂ) * ((√(n.choose p.2 : ℝ) : ℝ) : ℂ) * A p.1 p.2 :=
    ⟨fun p => _, fun p => rfl⟩
  -- The radial dependence isolates the terms with a given total degree.
  have h1 : ∀ u ∈ U, ∑ p ∈ Finset.univ.filter
      (fun p : Fin (n + 1) × Fin (n + 1) => (p.1 : ℕ) + p.2 = j + k),
      a p * (conj u ^ (p.1 : ℕ) * u ^ (p.2 : ℕ)) = 0 := by
    intro u hu
    refine grouped_sum_eq_zero Finset.univ
      (fun p : Fin (n + 1) × Fin (n + 1) => a p * (conj u ^ (p.1 : ℕ) * u ^ (p.2 : ℕ)))
      (fun p => (p.1 : ℕ) + p.2) (2 * n) ?_ (R.image Complex.ofReal) ?_ ?_ _
    · intro p _
      have h1 := p.1.isLt
      have h2 := p.2.isLt
      show (p.1 : ℕ) + p.2 ≤ 2 * n
      omega
    · rwa [Finset.card_image_of_injective _ Complex.ofReal_injective]
    · intro t ht
      obtain ⟨r, hr, rfl⟩ := Finset.mem_image.mp ht
      refine Eq.trans ?_ (h r hr u hu)
      rw [expectation_eq_sum]
      refine Finset.sum_congr rfl fun p _ => ?_
      simp only [ha, map_mul, Complex.conj_ofReal, mul_pow, pow_add]
      ring
  -- On the unit circle the phase dependence then isolates a single matrix element.
  have h2 : ∑ p ∈ (Finset.univ.filter
      (fun p : Fin (n + 1) × Fin (n + 1) => (p.1 : ℕ) + p.2 = j + k)).filter
      (fun p => 2 * (p.2 : ℕ) = 2 * k), a p = 0 := by
    refine grouped_sum_eq_zero _ a (fun p => 2 * (p.2 : ℕ)) (2 * n) ?_ U hU ?_ _
    · intro p _
      have h2 := p.2.isLt
      show 2 * (p.2 : ℕ) ≤ 2 * n
      omega
    · intro u hu
      have huu : u * conj u = 1 := by
        rw [Complex.mul_conj, Complex.normSq_eq_norm_sq, hunit u hu]
        simp
      have hz := congrArg (fun w => u ^ ((j : ℕ) + k) * w) (h1 u hu)
      simp only [mul_zero, Finset.mul_sum] at hz
      refine Eq.trans (Finset.sum_congr rfl fun p hp => ?_) hz
      have hp' := (Finset.mem_filter.mp hp).2
      have hq : u ^ (p.1 : ℕ) * conj u ^ (p.1 : ℕ) = 1 := by
        rw [← mul_pow, huu, one_pow]
      rw [← hp']
      linear_combination (-(a p * u ^ (p.2 : ℕ) * u ^ (p.2 : ℕ))) * hq
  have hs : (Finset.univ.filter
      (fun p : Fin (n + 1) × Fin (n + 1) => (p.1 : ℕ) + p.2 = j + k)).filter
      (fun p => 2 * (p.2 : ℕ) = 2 * k) = {(j, k)} := by
    ext p
    simp only [Finset.mem_filter, Finset.mem_univ, true_and, Finset.mem_singleton,
      Prod.ext_iff, Fin.ext_iff]
    omega
  rw [hs, Finset.sum_singleton, ha] at h2
  have hk : ∀ i : Fin (n + 1), ((√(n.choose i : ℝ) : ℝ) : ℂ) ≠ 0 := by
    intro i
    have hi : 0 < n.choose i := Nat.choose_pos (Nat.lt_succ_iff.mp i.isLt)
    exact Complex.ofReal_ne_zero.mpr (Real.sqrt_pos.mpr (by exact_mod_cast hi)).ne'
  exact (mul_eq_zero.mp h2).resolve_left (mul_ne_zero (hk j) (hk k))
```

If the average vanishes at every z, suitable points are at hand: the radii 0, …, 2n and the (2n+1)-th roots of unity.

```lean
/-- A spin operator whose expectation vanishes in every coherent state is zero. -/
theorem eq_zero_of_expectation (A : Matrix (Fin (n + 1)) (Fin (n + 1)) ℂ)
    (h : ∀ z, expectation A z = 0) : A = 0 := by
  -- Integers serve as radii and roots of unity as phases.
  obtain ⟨ζ, hζ⟩ : ∃ ζ : ℂ, IsPrimitiveRoot ζ (2 * n + 1) :=
    ⟨_, Complex.isPrimitiveRoot_exp (2 * n + 1) (by omega)⟩
  have hnorm : ‖ζ‖ = 1 :=
    (pow_eq_one_iff_of_nonneg (norm_nonneg ζ) (by omega : 2 * n + 1 ≠ 0)).mp
      (by rw [← norm_pow, hζ.pow_eq_one, norm_one])
  have hinj : Set.InjOn (fun m : ℕ => ζ ^ m) (Finset.range (2 * n + 1)) :=
    fun i hi j hj hij => hζ.pow_inj (Finset.mem_range.mp (Finset.mem_coe.mp hi))
      (Finset.mem_range.mp (Finset.mem_coe.mp hj)) hij
  refine eq_zero_of_grid A ((Finset.range (2 * n + 1)).image (Nat.cast : ℕ → ℝ))
    ((Finset.range (2 * n + 1)).image (fun m : ℕ => ζ ^ m)) ?_ ?_ ?_ (fun r _ u _ => h _)
  · rw [Finset.card_image_of_injective _ Nat.cast_injective, Finset.card_range]
    omega
  · rw [Finset.card_image_of_injOn hinj, Finset.card_range]
    omega
  · intro u hu
    obtain ⟨m, _, rfl⟩ := Finset.mem_image.mp hu
    simp only [norm_pow, hnorm, one_pow]
```

For spin 1/2 (n = 1) the matrix can be read off from five settings. Four would suffice, since E(−i) = E(1) + E(−1) − E(i), but the formulas are simpler with all five:

A₀₀ = E(0)
A₁₁ = [E(1) + E(−1)]/2 − E(0)
A₀₁ + A₁₀ = [E(1) − E(−1)]/2
A₀₁ − A₁₀ = [E(i) − E(−i)]/(2i)

Here E(0) is the measured average itself, and at |z| = 1 E is twice the measured average.

## What the symbol reveals

If A and B have equal symbols, the common denominator cancels; it is nonzero because c₀(z) = 1. By linearity E_{A−B} = 0, so A = B. For a single finite spin with exactly known averages, a density matrix is therefore fixed by its Husimi function. No error bound for noisy data is given.

```lean
/-- Two spin operators with the same Husimi symbol are equal. -/
theorem husimi_injective :
    Function.Injective (husimi : Matrix (Fin (n + 1)) (Fin (n + 1)) ℂ → ℂ → ℂ) := by
  intro A B hAB
  refine sub_eq_zero.mp (eq_zero_of_expectation _ fun z => ?_)
  -- The coherent vector is nonzero because its first component is one.
  have hN : star (coherent n z) ⬝ᵥ coherent n z ≠ 0 := by
    intro h
    have h0 := congrFun (dotProduct_star_self_eq_zero.mp h) 0
    simp [coherent] at h0
  have hz : expectation A z = expectation B z := (div_left_inj' hN).mp (congrFun hAB z)
  have hsub : expectation (A - B) z = expectation A z - expectation B z := by
    simp only [expectation, Matrix.sub_mulVec, dotProduct_sub]
  rw [hsub, hz, sub_self]
```

Taking the adjoint conjugates the average, ⟨c, A†c⟩ = ⟨c, Ac⟩*, and the norm is real.

```lean
/-- The Husimi symbol of the adjoint operator is the complex conjugate symbol. -/
theorem husimi_conjTranspose (A : Matrix (Fin (n + 1)) (Fin (n + 1)) ℂ) (z : ℂ) :
    husimi Aᴴ z = star (husimi A z) := by
  have hN : star (star (coherent n z) ⬝ᵥ coherent n z) =
      star (coherent n z) ⬝ᵥ coherent n z := (Matrix.star_dotProduct _ _).symm
  have hE : expectation Aᴴ z = star (expectation A z) := by
    have h : star (coherent n z) ⬝ᵥ (Aᴴ *ᵥ coherent n z) =
        star (star (Aᴴ *ᵥ coherent n z) ⬝ᵥ coherent n z) := Matrix.star_dotProduct _ _
    rw [Matrix.star_mulVec, Matrix.conjTranspose_conjTranspose,
      ← Matrix.dotProduct_mulVec] at h
    exact h
  rw [husimi, husimi, star_div₀, hN, hE]
```

A Hermitian A thus has a real symbol. Conversely, if the symbol is real, A† and A have the same symbol, and injectivity gives A† = A.

```lean
/-- A spin operator is Hermitian exactly when its Husimi symbol is real everywhere. -/
theorem isHermitian_iff_husimi_real (A : Matrix (Fin (n + 1)) (Fin (n + 1)) ℂ) :
    A.IsHermitian ↔ ∀ z, (husimi A z).im = 0 := by
  constructor
  · intro hA z
    have h := husimi_conjTranspose A z
    rw [hA.eq] at h
    exact Complex.conj_eq_iff_im.mp h.symm
  · intro h
    exact husimi_injective (funext fun z =>
      (husimi_conjTranspose A z).trans (Complex.conj_eq_iff_im.mpr (h z)))
```

## Two limits

Real z correspond to directions in the xz-plane. For J_y of spin 1/2, with ħ = 1,

E(x) = −ix/2 + ix/2 = 0,

so these directions miss a nonzero operator.

```lean
/-- Real `z` alone do not suffice: the nonzero spin-1/2 matrix `Jy` has vanishing coherent
expectation at every real `z`. -/
theorem real_points_insufficient :
    (!![0, -Complex.I / 2; Complex.I / 2, 0] : Matrix (Fin 2) (Fin 2) ℂ) ≠ 0 ∧
    ∀ x : ℝ, expectation (n := 1) !![0, -Complex.I / 2; Complex.I / 2, 0] (x : ℂ) = 0 := by
  constructor
  · intro h
    have h10 := congrFun (congrFun h 1) 0
    simp at h10
  · intro x
    rw [expectation_eq_sum]
    simp [Fintype.sum_prod_type, Fin.sum_univ_succ]
    ring
```

Positivity is not visible in the same way as Hermiticity. For spin 1 and A = diag(1, −1, 1),

E_A(z) = 1 − 2|z|² + |z|⁴ = (1 − |z|²)²,

or cos²θ after normalisation. This is never negative, yet the average in the state m = 0 is −1.

```lean
/-- For spin 1, `diag(1, -1, 1)` has the nonnegative unnormalised coherent expectation
`(1 - |z|²)²`, yet its expectation in the middle basis state is `-1`. -/
theorem nonneg_symbol_not_positive :
    (∀ z : ℂ, expectation (n := 2) !![1, 0, 0; 0, -1, 0; 0, 0, 1] z =
      (((1 - ‖z‖ ^ 2) ^ 2 : ℝ) : ℂ)) ∧
    star ![0, 1, 0] ⬝ᵥ ((!![1, 0, 0; 0, -1, 0; 0, 0, 1] : Matrix (Fin 3) (Fin 3) ℂ) *ᵥ
      ![0, 1, 0]) = -1 := by
  constructor
  · intro z
    have hz : conj z * z = (‖z‖ : ℂ) ^ 2 := Complex.conj_mul' z
    have h2 : ((√2 : ℝ) : ℂ) * ((√2 : ℝ) : ℂ) = 2 := by
      exact_mod_cast Real.mul_self_sqrt (by norm_num : (0 : ℝ) ≤ 2)
    rw [expectation_eq_sum]
    simp [Fintype.sum_prod_type, Fin.sum_univ_succ]
    linear_combination (-(conj z * z)) * h2 + (conj z * z + (‖z‖ : ℂ) ^ 2 - 2) * hz
  · simp [dotProduct, Matrix.mulVec, Fin.sum_univ_succ]

end

end SpinHusimi
```

```lean
#print axioms SpinHusimi.eq_zero_of_expectation
#print axioms SpinHusimi.isHermitian_iff_husimi_real
#print axioms SpinHusimi.real_points_insufficient
#print axioms SpinHusimi.nonneg_symbol_not_positive
```

```
'SpinHusimi.eq_zero_of_expectation' depends on axioms: [propext, Classical.choice, Quot.sound]
'SpinHusimi.isHermitian_iff_husimi_real' depends on axioms: [propext, Classical.choice, Quot.sound]
'SpinHusimi.real_points_insufficient' depends on axioms: [propext, Classical.choice, Quot.sound]
'SpinHusimi.nonneg_symbol_not_positive' depends on axioms: [propext, Classical.choice, Quot.sound]
```
